# Variational formulas for the levels adjacent to a reference energy in a finite Hermitian problem

The Hamiltonian here is a symmetric linear operator \(H\) on a finite-dimensional complex inner product space \(V\), so it stands for the problem left after a basis set has been chosen, not for an unbounded operator such as the Dirac Hamiltonian. In an orthonormal basis \(H\) is a Hermitian matrix. In a non-orthogonal basis with overlap matrix \(S\), Hamiltonian matrix \(h\) and coefficients \(c\), the inner product carries the overlap: the unit condition is \(c^\dagger S c=1\), and the two quantities used below are

\[
\|(H-\varepsilon)x\|^2=c^\dagger(h-\varepsilon S)S^{-1}(h-\varepsilon S)c,\qquad
\langle x,(H-\varepsilon)^{-1}x\rangle=c^\dagger S(h-\varepsilon S)^{-1}Sc .
\]

## The squared and the inverse functional

Let \(\varepsilon\) be a real reference energy, and call the eigenvalues of \(H\) its levels. If \(V\neq 0\), then for every \(\varepsilon\)

\[
\min_{\|x\|=1}\|(H-\varepsilon)x\|^2=\operatorname{dist}(\varepsilon,\text{levels})^2 .
\]

If \(\varepsilon\) is not a level, write \(g(x)=\langle x,(H-\varepsilon)^{-1}x\rangle\). When there is a level above \(\varepsilon\), the least such level \(E\) satisfies

\[
E=\min_{\|x\|=1,\ g(x)>0}\left(\varepsilon+\frac1{g(x)}\right),
\]

and a unit vector with \(g(x)>0\) attains the minimum exactly when \(Hx=Ex\). Likewise, the greatest level below \(\varepsilon\), if there is one, is the maximum of the same expression over unit vectors with \(g(x)<0\).

## Residuals, shifts and the negative-energy levels

The first formula justifies a residual test: for a unit vector \(x\), some level lies within \(\|(H-\varepsilon)x\|\) of \(\varepsilon\). It does not say on which side.

The second formula concerns the quantity behind shift-and-invert eigensolvers, since the largest positive eigenvalue of \((H-\varepsilon)^{-1}\) belongs to the least level above the shift. In a one-electron Dirac calculation in a finite basis, minimising \(\langle x,Hx\rangle\) over all unit vectors leads to the lowest negative-energy level. With \(\varepsilon\) placed between the negative-energy levels and the lowest bound level of the matrix, and no other level between \(\varepsilon\) and that bound level, the bound level is the minimum of \(\varepsilon+1/g(x)\) over unit vectors with \(g(x)>0\).

## Derivation in an eigenbasis

Let \(b_i\) be an orthonormal eigenbasis with \(Hb_i=e_ib_i\), and let \(w_i=|\langle b_i,x\rangle|^2\) for a vector \(x\). By symmetry, \(\langle b_i,(H-s)x\rangle=(e_i-s)\langle b_i,x\rangle\) for real \(s\). Hence

\[
\|x\|^2=\sum_i w_i,\quad
\|(H-s)x\|^2=\sum_i(e_i-s)^2w_i,\quad
\langle (H-s)x,x\rangle=\sum_i(e_i-s)w_i .
\]

**Squared functional.** Let \(d\) be the distance from \(\varepsilon\) to the levels. Each \((e_i-\varepsilon)^2\) is at least \(d^2\), so a unit vector gives \(\|(H-\varepsilon)x\|^2\ge d^2\sum_i w_i=d^2\). There are finitely many levels, so a nearest one exists, and its unit eigenvector gives exactly \(d^2\).

**Inverse functional.** Since \(\varepsilon\) is not a level, \(H-\varepsilon\) has zero kernel and is invertible. Put \(y=(H-\varepsilon)^{-1}x\), and let \(w_i\) now be the weights of \(y\). Then \(\|x\|^2=\sum_i(e_i-\varepsilon)^2w_i\) and \(g(x)=\langle x,y\rangle=\sum_i(e_i-\varepsilon)w_i\), so

\[
\|x\|^2-(E-\varepsilon)g(x)=\sum_i(e_i-\varepsilon)(e_i-E)w_i .
\]

No level lies strictly between \(\varepsilon\) and \(E\), so every term is nonnegative. For a unit vector this says \((E-\varepsilon)g(x)\le1\). Dividing by \(g(x)>0\) gives \(E\le\varepsilon+1/g(x)\); when \(E\) is the greatest level below \(\varepsilon\), dividing by \(g(x)<0\) reverses the inequality.

If equality holds, every term vanishes. As \(e_i\ne\varepsilon\), we get \((e_i-E)w_i=0\) for all \(i\), hence \(\|(H-E)y\|^2=0\) and \(Hy=Ey\). Then \(x=(E-\varepsilon)y\) also satisfies \(Hx=Ex\). Conversely, a unit vector with \(Hx=Ex\) has \((H-\varepsilon)^{-1}x=x/(E-\varepsilon)\), so \(g(x)=1/(E-\varepsilon)\) and \(\varepsilon+1/g(x)=E\).

**A bound without inverting \(H-\varepsilon\).** Taking \(y\) itself as the trial vector, the same sum gives

\[
E\le\varepsilon+\frac{\|(H-\varepsilon)y\|^2}{\langle y,(H-\varepsilon)y\rangle}
\quad\text{whenever}\quad\langle y,(H-\varepsilon)y\rangle>0,
\]

with \(E\) the least level above \(\varepsilon\). In exact arithmetic, an inaccurate solution \(y\) of \((H-\varepsilon)y=x\) therefore still yields an upper bound when inserted here, provided \(\langle y,(H-\varepsilon)y\rangle\) is positive.

## The Lean file

```lean
import Mathlib

open Module

namespace DiracInverseVariational

noncomputable section

variable {V : Type*} [NormedAddCommGroup V] [InnerProductSpace ℂ V] [FiniteDimensional ℂ V]

/-- The energy levels of `H`: the real numbers `E` with `H v = E v` for some nonzero `v`. -/
def levels (H : End ℂ V) : Set ℝ := {E | ∃ v : V, v ≠ 0 ∧ H v = (E : ℂ) • v}

/-- The Hamiltonian measured from the reference energy `ε`, that is `H - ε`. -/
def shifted (H : End ℂ V) (ε : ℝ) : End ℂ V := H - (ε : ℂ) • (1 : End ℂ V)

/-- The real part of `⟨x, (H - ε)⁻¹ x⟩`, where `Ring.inverse` gives `0` in place of the inverse if
`H - ε` is not invertible. -/
def inverseMean (H : End ℂ V) (ε : ℝ) (x : V) : ℝ :=
  (inner ℂ x (Ring.inverse (shifted H ε) x)).re

omit [FiniteDimensional ℂ V] in
/-- The shifted Hamiltonian sends `x` to `H x - ε x`. -/
theorem shifted_apply (H : End ℂ V) (ε : ℝ) (x : V) :
    shifted H ε x = H x - (ε : ℂ) • x := by
  simp [shifted]

/-- There is a finite list of levels such that every state has nonnegative weights on it, which
give its squared norm and the first and second moments of `H - s` for every real `s`. -/
theorem spectral_weights {H : End ℂ V} (hH : LinearMap.IsSymmetric H) :
    ∃ e : Fin (finrank ℂ V) → ℝ, (∀ i, e i ∈ levels H) ∧
      ∀ x : V, ∃ w : Fin (finrank ℂ V) → ℝ, (∀ i, 0 ≤ w i) ∧ ∑ i, w i = ‖x‖ ^ 2 ∧
        (∀ s : ℝ, ‖shifted H s x‖ ^ 2 = ∑ i, (e i - s) ^ 2 * w i) ∧
        ∀ s : ℝ, (inner ℂ (shifted H s x) x).re = ∑ i, (e i - s) * w i := by
  obtain ⟨b, e, hb⟩ : ∃ (b : OrthonormalBasis (Fin (finrank ℂ V)) ℂ V)
      (e : Fin (finrank ℂ V) → ℝ), ∀ i, H (b i) = (e i : ℂ) • b i :=
    ⟨hH.eigenvectorBasis rfl, hH.eigenvalues rfl, fun i => hH.apply_eigenvectorBasis rfl i⟩
  refine ⟨e, fun i => ⟨b i, b.orthonormal.ne_zero i, hb i⟩, fun x => ?_⟩
  -- in the eigenbasis, `H - s` multiplies each amplitude by `e i - s`
  have hc : ∀ (s : ℝ) i, inner ℂ (b i) (shifted H s x)
      = ((e i - s : ℝ) : ℂ) * inner ℂ (b i) x := by
    intro s i
    rw [shifted_apply, inner_sub_right, inner_smul_right, ← hH (b i) x, hb, inner_smul_left,
      Complex.conj_ofReal]
    push_cast
    ring
  refine ⟨fun i => ‖inner ℂ (b i) x‖ ^ 2, fun i => by positivity,
    b.sum_sq_norm_inner_right x, fun s => ?_, fun s => ?_⟩
  · rw [← b.sum_sq_norm_inner_right (shifted H s x)]
    refine Finset.sum_congr rfl fun i _ => ?_
    rw [hc, norm_mul, mul_pow, Complex.norm_real, Real.norm_eq_abs, sq_abs]
  · rw [← b.sum_inner_mul_inner (shifted H s x) x, Complex.re_sum]
    refine Finset.sum_congr rfl fun i _ => ?_
    rw [← inner_conj_symm (shifted H s x) (b i), hc, map_mul, Complex.conj_ofReal, mul_assoc,
      mul_comm (starRingEnd ℂ _) _, Complex.mul_conj, ← Complex.ofReal_mul,
      Complex.ofReal_re, Complex.normSq_eq_norm_sq]

omit [FiniteDimensional ℂ V] in
/-- Every level has an eigenstate of unit norm. -/
theorem exists_unit_state {H : End ℂ V} {E : ℝ} (hE : E ∈ levels H) :
    ∃ x : V, ‖x‖ = 1 ∧ H x = (E : ℂ) • x := by
  obtain ⟨v, hv, h⟩ := hE
  exact ⟨((‖v‖ : ℂ)⁻¹) • v, norm_smul_inv_norm hv, by rw [map_smul, h, smul_comm]⟩

/-- The minimum of `‖(H - ε) x‖²` over unit states is the squared distance from `ε` to the
set of levels. -/
theorem squared_minimum [Nontrivial V] {H : End ℂ V} (hH : LinearMap.IsSymmetric H) (ε : ℝ) :
    IsLeast {r : ℝ | ∃ x : V, ‖x‖ = 1 ∧ r = ‖shifted H ε x‖ ^ 2}
      (Metric.infDist ε (levels H) ^ 2) := by
  obtain ⟨e, he, hw⟩ := spectral_weights hH
  constructor
  · -- the levels form a finite set, so a nearest one exists
    have hsub : levels H ⊆ Set.range e := by
      rintro μ ⟨v, hv, hμ⟩
      by_contra hne
      obtain ⟨w, hw0, hw1, h2, -⟩ := hw v
      have hz : ∑ i, (e i - μ) ^ 2 * w i = 0 := by
        rw [← h2, shifted_apply, hμ, sub_self, norm_zero]
        norm_num
      have hzero : ∀ i, w i = 0 := fun i => by
        have hi := (Finset.sum_eq_zero_iff_of_nonneg
          (fun i _ => mul_nonneg (sq_nonneg (e i - μ)) (hw0 i))).1 hz i (Finset.mem_univ i)
        exact (mul_eq_zero.1 hi).resolve_left
          (pow_ne_zero 2 (sub_ne_zero.2 fun h => hne ⟨i, h⟩))
      have hn : ‖v‖ ^ 2 = 0 := by rw [← hw1]; simp [hzero]
      exact hv (norm_eq_zero.1 (pow_eq_zero_iff (two_ne_zero)|>.1 hn))
    have hfin : (levels H).Finite := (Set.finite_range e).subset hsub
    obtain ⟨E, hE, hd⟩ := hfin.isCompact.exists_infDist_eq_dist
      ⟨_, he ⟨0, finrank_pos⟩⟩ ε
    obtain ⟨x, hx, hHx⟩ := exists_unit_state hE
    refine ⟨x, hx, ?_⟩
    rw [hd, shifted_apply, hHx, ← sub_smul, norm_smul, hx, mul_one, ← Complex.ofReal_sub,
      Complex.norm_real, Real.norm_eq_abs, Real.dist_eq, abs_sub_comm]
  · rintro r ⟨x, hx, rfl⟩
    obtain ⟨w, hw0, hw1, h2, -⟩ := hw x
    have h1 : ∑ i, w i = 1 := by rw [hw1, hx]; norm_num
    rw [h2, ← mul_one (Metric.infDist ε (levels H) ^ 2), ← h1, Finset.mul_sum]
    refine Finset.sum_le_sum fun i _ => mul_le_mul_of_nonneg_right ?_ (hw0 i)
    have h := pow_le_pow_left₀ Metric.infDist_nonneg
      (Metric.infDist_le_dist_of_mem (x := ε) (he i)) 2
    rw [Real.dist_eq, sq_abs] at h
    linarith [h, show (ε - e i) ^ 2 = (e i - ε) ^ 2 by ring]

/-- If `ε` is not a level, then `H - ε` is invertible. -/
theorem shifted_isUnit {H : End ℂ V} {ε : ℝ} (hε : ε ∉ levels H) : IsUnit (shifted H ε) := by
  refine (LinearMap.isUnit_iff_ker_eq_bot _).2 (LinearMap.ker_eq_bot'.2 fun v hv => ?_)
  by_contra hne
  rw [shifted_apply] at hv
  exact hε ⟨v, hne, sub_eq_zero.1 hv⟩

/-- If no level lies strictly between `ε` and `E`, then `(E - ε) ⟨x, (H - ε)⁻¹ x⟩ ≤ ‖x‖²`,
and equality forces `H x = E x`. -/
theorem inverse_gap {H : End ℂ V} (hH : LinearMap.IsSymmetric H) {ε E : ℝ}
    (hε : ε ∉ levels H) (hgap : ∀ μ ∈ levels H, 0 ≤ (μ - ε) * (μ - E)) (x : V) :
    (E - ε) * inverseMean H ε x ≤ ‖x‖ ^ 2 ∧
      ((E - ε) * inverseMean H ε x = ‖x‖ ^ 2 → H x = (E : ℂ) • x) := by
  -- write `x = (H - ε) y`
  obtain ⟨y, hy, hg⟩ : ∃ y, shifted H ε y = x ∧
      inverseMean H ε x = (inner ℂ x y).re :=
    ⟨Ring.inverse (shifted H ε) x,
      LinearMap.congr_fun (Ring.mul_inverse_cancel _ (shifted_isUnit hε)) x, rfl⟩
  subst hy
  obtain ⟨e, he, hw⟩ := spectral_weights hH
  obtain ⟨w, hw0, -, h2, h1⟩ := hw y
  have key : ‖shifted H ε y‖ ^ 2 - (E - ε) * inverseMean H ε (shifted H ε y)
      = ∑ i, (e i - ε) * (e i - E) * w i := by
    rw [hg, h1, h2, Finset.mul_sum, ← Finset.sum_sub_distrib]
    exact Finset.sum_congr rfl fun i _ => by ring
  have hn : ∀ i, 0 ≤ (e i - ε) * (e i - E) * w i :=
    fun i => mul_nonneg (hgap _ (he i)) (hw0 i)
  refine ⟨by linarith [Finset.sum_nonneg fun i (_ : i ∈ Finset.univ) => hn i], fun heq => ?_⟩
  -- equality leaves weight only on the level `E`
  have hz : ∑ i, (e i - ε) * (e i - E) * w i = 0 := by linarith
  have hE : ‖shifted H E y‖ ^ 2 = 0 := by
    rw [h2]
    refine Finset.sum_eq_zero fun i _ => ?_
    have hi := (Finset.sum_eq_zero_iff_of_nonneg (fun i _ => hn i)).1 hz i (Finset.mem_univ i)
    rw [mul_assoc] at hi
    have hne : e i - ε ≠ 0 := sub_ne_zero.2 fun h => hε (h ▸ he i)
    have h0 := (mul_eq_zero.1 hi).resolve_left hne
    rw [pow_two, mul_assoc, h0, mul_zero]
  have hyE : H y = (E : ℂ) • y := by
    have h0 := norm_eq_zero.1 ((pow_eq_zero_iff two_ne_zero).1 hE)
    rw [shifted_apply] at h0
    exact sub_eq_zero.1 h0
  simp only [shifted_apply, hyE, map_sub, map_smul]
  module

/-- An eigenstate `H x = E x` satisfies `(E - ε) ⟨x, (H - ε)⁻¹ x⟩ = ‖x‖²`. -/
theorem inverseMean_eigenstate {H : End ℂ V} {ε E : ℝ} (hε : ε ∉ levels H) {x : V}
    (hx : H x = (E : ℂ) • x) : (E - ε) * inverseMean H ε x = ‖x‖ ^ 2 := by
  have h : Ring.inverse (shifted H ε) (shifted H ε x) = x :=
    LinearMap.congr_fun (Ring.inverse_mul_cancel _ (shifted_isUnit hε)) x
  rw [shifted_apply, hx, ← sub_smul, map_smul, ← Complex.ofReal_sub] at h
  have h3 : inner ℂ x (((E - ε : ℝ) : ℂ) • Ring.inverse (shifted H ε) x) = inner ℂ x x := by
    rw [h]
  rw [inner_smul_right, inner_self_eq_norm_sq_to_K] at h3
  have h4 := congrArg Complex.re h3
  rw [Complex.re_ofReal_mul] at h4
  rw [inverseMean, h4]
  norm_cast

/-- The least level `E` above `ε` is the minimum of `ε + 1/g` over unit states with
`g = ⟨x, (H - ε)⁻¹ x⟩ > 0`. -/
theorem inverse_minimum {H : End ℂ V} (hH : LinearMap.IsSymmetric H) {ε E : ℝ}
    (hε : ε ∉ levels H) (hE : IsLeast {μ | μ ∈ levels H ∧ ε < μ} E) :
    IsLeast {r : ℝ | ∃ x : V, ‖x‖ = 1 ∧ 0 < inverseMean H ε x ∧
      r = ε + 1 / inverseMean H ε x} E := by
  have hpos : 0 < E - ε := sub_pos.2 hE.1.2
  constructor
  · obtain ⟨x, hx, hHx⟩ := exists_unit_state hE.1.1
    have h := inverseMean_eigenstate hε hHx
    have hg : inverseMean H ε x = 1 / (E - ε) := by
      rw [eq_div_iff hpos.ne', mul_comm, h, hx, one_pow]
    exact ⟨x, hx, by rw [hg]; positivity, by rw [hg, one_div_one_div]; ring⟩
  · rintro r ⟨x, hx, hg, rfl⟩
    have h := (inverse_gap hH hε (E := E) (fun μ hμ => by
      rcases lt_or_ge ε μ with h | h
      · exact mul_nonneg (by linarith) (sub_nonneg.2 (hE.2 ⟨hμ, h⟩))
      · exact mul_nonneg_of_nonpos_of_nonpos (by linarith) (by linarith)) x).1
    rw [hx, one_pow] at h
    linarith [(le_div_iff₀ hg).2 h]

/-- For a unit state with `g > 0`, the value `ε + 1/g` equals the least level `E` above `ε`
exactly when `H x = E x`. -/
theorem inverse_minimum_eq_iff {H : End ℂ V} (hH : LinearMap.IsSymmetric H) {ε E : ℝ}
    (hε : ε ∉ levels H) (hE : IsLeast {μ | μ ∈ levels H ∧ ε < μ} E) {x : V} (hx : ‖x‖ = 1)
    (hg : 0 < inverseMean H ε x) :
    ε + 1 / inverseMean H ε x = E ↔ H x = (E : ℂ) • x := by
  constructor
  · intro h
    refine (inverse_gap hH hε (fun μ hμ => ?_) x).2 ?_
    · rcases lt_or_ge ε μ with h' | h'
      · exact mul_nonneg (by linarith) (sub_nonneg.2 (hE.2 ⟨hμ, h'⟩))
      · exact mul_nonneg_of_nonpos_of_nonpos (by linarith) (by linarith [hE.1.2])
    · have h1 : E - ε = 1 / inverseMean H ε x := by linarith
      rw [h1, hx, one_pow, one_div_mul_cancel hg.ne']
  · intro h
    have h1 := inverseMean_eigenstate hε h
    rw [hx, one_pow] at h1
    linarith [(eq_div_iff hg.ne').2 h1]

/-- The greatest level `E` below `ε` is the maximum of `ε + 1/g` over unit states with
`g = ⟨x, (H - ε)⁻¹ x⟩ < 0`. -/
theorem inverse_maximum {H : End ℂ V} (hH : LinearMap.IsSymmetric H) {ε E : ℝ}
    (hε : ε ∉ levels H) (hE : IsGreatest {μ | μ ∈ levels H ∧ μ < ε} E) :
    IsGreatest {r : ℝ | ∃ x : V, ‖x‖ = 1 ∧ inverseMean H ε x < 0 ∧
      r = ε + 1 / inverseMean H ε x} E := by
  have hneg : E - ε < 0 := sub_neg.2 hE.1.2
  constructor
  · obtain ⟨x, hx, hHx⟩ := exists_unit_state hE.1.1
    have h := inverseMean_eigenstate hε hHx
    have hg : inverseMean H ε x = 1 / (E - ε) := by
      rw [eq_div_iff hneg.ne, mul_comm, h, hx, one_pow]
    exact ⟨x, hx, by rw [hg]; exact one_div_neg.2 hneg, by rw [hg, one_div_one_div]; ring⟩
  · rintro r ⟨x, hx, hg, rfl⟩
    have h := (inverse_gap hH hε (E := E) (fun μ hμ => by
      rcases lt_or_ge μ ε with h | h
      · exact mul_nonneg_of_nonpos_of_nonpos (by linarith) (sub_nonpos.2 (hE.2 ⟨hμ, h⟩))
      · exact mul_nonneg (by linarith) (by linarith)) x).1
    rw [hx, one_pow] at h
    linarith [(div_le_iff_of_neg hg).2 h]

end

end DiracInverseVariational
```

```lean
#print axioms DiracInverseVariational.spectral_weights
#print axioms DiracInverseVariational.inverse_minimum
#print axioms DiracInverseVariational.inverse_minimum_eq_iff
#print axioms DiracInverseVariational.inverse_maximum
```

```
'DiracInverseVariational.spectral_weights' depends on axioms: [propext, Classical.choice, Quot.sound]
'DiracInverseVariational.inverse_minimum' depends on axioms: [propext, Classical.choice, Quot.sound]
'DiracInverseVariational.inverse_minimum_eq_iff' depends on axioms: [propext, Classical.choice, Quot.sound]
'DiracInverseVariational.inverse_maximum' depends on axioms: [propext, Classical.choice, Quot.sound]
```

## How the statements and proofs read

`End ℂ V` is the type of linear operators on \(V\), and `LinearMap.IsSymmetric H` says \(\langle Hx,y\rangle=\langle x,Hy\rangle\). The set `levels H` contains the real eigenvalues, without multiplicity. `shifted H ε` is \(H-\varepsilon\), and `inverseMean H ε x` is \(g(x)\), defined as a real part because Lean's inner product is complex-valued. `Metric.infDist` is the distance to a set. `IsLeast A a` says that \(a\) belongs to the set \(A\) and bounds it from below, so each minimum is attained; `IsGreatest` does the same for maxima. The docstrings do not always repeat the hypotheses: `hH` says that \(H\) is symmetric, `hε` that \(\varepsilon\) is not a level, and `[Nontrivial V]` that \(V\neq 0\).

`spectral_weights` supplies the three sums. In `squared_minimum`, the step `hsub` shows that every level occurs among the \(e_i\), which makes the set of levels finite; `exists_unit_state` then provides the minimiser, and a termwise comparison gives the lower bound.

`shifted_isUnit` proves invertibility from the zero kernel. `inverse_gap` replaces \(x\) by \((H-\varepsilon)y\), and its step `key` is the displayed difference of sums. Its hypothesis `hgap` expresses the absence of levels strictly between \(\varepsilon\) and \(E\) as a sign condition, which serves both sides of \(\varepsilon\). The equality case follows `hz`, `hE` and `hyE`: the sum vanishes, then \((H-E)y\) has zero norm, then \(Hy=Ey\).

`inverseMean_eigenstate` computes \(g\) for an eigenvector. `inverse_minimum` and `inverse_maximum` combine it with the gap inequality, checking `hgap` by cases on the side of \(\varepsilon\) and then dividing by \(g\) with the appropriate sign. `inverse_minimum_eq_iff` adds the characterisation of minimisers.

## Symmetry, basis error and rounding

Symmetry is essential to the bound. Take

\[
H=\begin{pmatrix}1&2\\0&1\end{pmatrix},\qquad \varepsilon=0,\qquad
x=\frac1{\sqrt2}\begin{pmatrix}1\\-1\end{pmatrix}.
\]

The only level is \(1\), yet \(H^{-1}x=\frac1{\sqrt2}(3,-1)^T\), so \(g(x)=2\) and \(\varepsilon+1/g(x)=\tfrac12<1\). A code that assembles a slightly non-Hermitian matrix is outside the hypotheses.

The theorems hold for any symmetric \(H\) in finite dimension and use nothing specific to the Dirac equation. They bound the levels of the matrix problem. They do not compare those levels with the Dirac operator's, so a poorly balanced basis can still produce spurious levels, and the formulas do not distinguish them from the others. The choice of \(\varepsilon\) is also left to the user: if a spurious level lies just above it, that level is \(E\). The arithmetic is exact, so rounding needs its own estimate, and so does the error of an iterative solve for \((H-\varepsilon)^{-1}x\) when \(\varepsilon+1/g(x)\) is evaluated directly from it.
